# Friction destroys gyroscopic stability on a symmetric quadratic hill

A charged particle at rest on top of a potential hill is unstable: released at rest a little to one side, it moves away. A strong enough magnetic field perpendicular to the plane of motion bends the escaping path back and holds the particle near the top. Does it still do so when the particle also feels a weak drag?

Take unit mass, position $q=x+iy$, velocity $v=q'$ and potential $-\tfrac a2|q|^2$ with $a>0$. Let $g$ be the real gyroscopic coupling (here the cyclotron frequency, not gravity) and $c\ge 0$ the friction coefficient. Then
$$q''=aq-(c-ig)q'.$$
If $g^2>4a$, the equilibrium is stable for $c=0$ and unstable for every $c>0$.

## Two real frequencies without friction

The trial motion $q=e^{zt}$ solves the equation when
$$z^2+(c-ig)z-a=0.$$
For $c=0$, put $z=iw$. This gives $w^2-gw+a=0$, so
$$w_{1,2}=\frac{g\pm\sqrt{g^2-4a}}2,\qquad w_1+w_2=g,\qquad w_1w_2=a.$$
Since $g^2>4a$, the frequencies are real and distinct. To bound every motion, set $P=v-iw_2q$ and $R=v-iw_1q$. Then
$$P'=aq+igv-iw_2v=w_1w_2q+iw_1v=iw_1P,$$
and likewise $R'=iw_2R$, so $|P|$ and $|R|$ are constant. Position and velocity follow from
$$P-R=i(w_1-w_2)q,\qquad w_1P-w_2R=(w_1-w_2)v.$$
With $S=|q(0)|+|v(0)|$ and $B=1+|w_1|+|w_2|$, both amplitudes are at most $BS$. Hence $|q|$ and $|v|$ never exceed $KS$, where $K=2B^2/|w_1-w_2|$. Starting with both below $\varepsilon/(2K)$ keeps both below $\varepsilon$.

## One growing root with friction

For $c>0$ the roots satisfy $z_1+z_2=-(c-ig)$ and $z_1z_2=-a$. Multiplying the product by $\bar z_1$ and taking real parts gives
$$\operatorname{Re}(z_2)\,|z_1|^2=-a\operatorname{Re}(z_1).$$
Since $z_1\neq0$, the real parts have opposite signs or both vanish. Their sum is $-c<0$, so they cannot both vanish, and one root $z_+$ has positive real part. The motion $q=Ae^{z_+t}$ with $A>0$ starts with $|q(0)|=A$ and $|v(0)|=A|z_+|$, both as small as we like, while $|q(t)|=Ae^{\operatorname{Re}(z_+)t}\to\infty$.

## Equation of motion and stability in Lean

```lean
import Mathlib

open Complex Filter

namespace GyroscopicFriction
```

The polynomial is the characteristic polynomial of the equation of motion; its roots are rates, with frequencies as imaginary parts.

```lean
/-- The secular polynomial `z² + (c - i g) z - a` of a particle on a hill of curvature `-a`,
with gyroscopic coupling `g` and friction `c`. -/
noncomputable def secular (a g c : ℝ) (z : ℂ) : ℂ := z ^ 2 + (c - I * g) * z - a
```

`IsMotion` states Newton's equation as two first-order equations, valid at all real times.

```lean
/-- Newton's equation `q'' = a q - (c - i g) q'` for the planar position `q = x + i y`,
with velocity `v = q'` (unit mass). -/
def IsMotion (a g c : ℝ) (q v : ℝ → ℂ) : Prop :=
  ∀ t : ℝ, HasDerivAt q (v t) t ∧ HasDerivAt v (a * q t - (c - I * g) * v t) t
```

`Stable` is Lyapunov stability. It asks for small excursions, not for a return to the top.

```lean
/-- Lyapunov stability of the equilibrium: motions that start close enough to rest at the
origin keep a small displacement and a small velocity at all later times. -/
def Stable (a g c : ℝ) : Prop :=
  ∀ ε > 0, ∃ δ > 0, ∀ q v : ℝ → ℂ, IsMotion a g c q v → ‖q 0‖ < δ → ‖v 0‖ < δ →
    ∀ t ≥ 0, ‖q t‖ < ε ∧ ‖v t‖ < ε
```

## Roots and their real parts

Writing the roots as `w₁ * I` and `w₂ * I` with real `w₁`, `w₂` makes them purely imaginary, and the equivalence excludes any others. The proof takes the frequencies from the quadratic formula and factorises. It does not need $a>0$.

```lean
/-- Without friction and for `g² > 4a`, the secular polynomial has exactly two roots, which are
distinct and purely imaginary; the two frequencies have sum `g` and product `a`. -/
theorem frictionless_roots {a g : ℝ} (hg : 4 * a < g ^ 2) :
    ∃ w₁ w₂ : ℝ, w₁ ≠ w₂ ∧ w₁ + w₂ = g ∧ w₁ * w₂ = a ∧
      ∀ z : ℂ, secular a g 0 z = 0 ↔ z = w₁ * I ∨ z = w₂ * I := by
  have hs : √(g ^ 2 - 4 * a) ^ 2 = g ^ 2 - 4 * a := Real.sq_sqrt (by linarith)
  have hp : 0 < √(g ^ 2 - 4 * a) := Real.sqrt_pos.2 (by linarith)
  obtain ⟨w₁, w₂, hne, rfl, rfl⟩ : ∃ w₁ w₂ : ℝ, w₁ ≠ w₂ ∧ w₁ + w₂ = g ∧ w₁ * w₂ = a :=
    ⟨(g + √(g ^ 2 - 4 * a)) / 2, (g - √(g ^ 2 - 4 * a)) / 2,
      fun h => by linarith, by ring, by linear_combination -hs / 4⟩
  refine ⟨w₁, w₂, hne, rfl, rfl, fun z => ?_⟩
  have hf : secular (w₁ * w₂) (w₁ + w₂) 0 z = (z - w₁ * I) * (z - w₂ * I) := by
    simp only [secular]
    push_cast
    linear_combination (-(w₁ * w₂ : ℂ)) * Complex.I_sq
  rw [hf, mul_eq_zero, sub_eq_zero, sub_eq_zero]
```

The next lemma is the real-part relation; here `w` is a complex root, and `normSq z` is $|z|^2$.

```lean
/-- If two complex rates have product `-a`, their real parts are
related by `Re w |z|² = -a Re z`. -/
theorem partner_rate {a : ℝ} {z w : ℂ} (h : z * w = -(a : ℂ)) :
    w.re * normSq z = -a * z.re := by
  have hr := congrArg Complex.re h
  have hi := congrArg Complex.im h
  simp only [mul_re, mul_im, neg_re, neg_im, ofReal_re, ofReal_im, neg_zero] at hr hi
  rw [normSq_apply]
  linear_combination z.re * hr + z.im * hi
```

With friction, a complex square root `d` of the discriminant supplies the two roots. The case split on the sign of `z.re` then follows the argument above, with `hre` ruling out zero.

```lean
/-- On a hill (`a > 0`) with friction `c > 0`, the secular polynomial has exactly one root with
positive real part and one with negative real part, whatever the gyroscopic coupling `g`. -/
theorem friction_roots {a c : ℝ} (g : ℝ) (ha : 0 < a) (hc : 0 < c) :
    ∃ z₁ z₂ : ℂ, 0 < z₁.re ∧ z₂.re < 0 ∧
      ∀ z : ℂ, secular a g c z = 0 ↔ z = z₁ ∨ z = z₂ := by
  obtain ⟨d, hd⟩ := IsAlgClosed.exists_pow_nat_eq
    (((c : ℂ) - I * g) ^ 2 + 4 * a) (n := 2) (by norm_num)
  obtain ⟨z, w, hsum, hprod⟩ : ∃ z w : ℂ, z + w = -((c : ℂ) - I * g) ∧ z * w = -(a : ℂ) :=
    ⟨(-((c : ℂ) - I * g) + d) / 2, (-((c : ℂ) - I * g) - d) / 2, by ring,
      by linear_combination -hd / 4⟩
  have hroots : ∀ x : ℂ, secular a g c x = 0 ↔ x = z ∨ x = w := by
    intro x
    have hf : secular a g c x = (x - z) * (x - w) := by
      simp only [secular]
      linear_combination x * hsum - hprod
    rw [hf, mul_eq_zero, sub_eq_zero, sub_eq_zero]
  have hre : z.re + w.re = -c := by
    have h := congrArg Complex.re hsum
    simpa using h
  have hz : z ≠ 0 := by
    rintro rfl
    rw [zero_mul, eq_comm, neg_eq_zero, ofReal_eq_zero] at hprod
    exact ha.ne' hprod
  have hN : 0 < normSq z := normSq_pos.2 hz
  have hp := partner_rate hprod
  -- the real parts have opposite signs, since they cannot both vanish
  rcases lt_trichotomy z.re 0 with h | h | h
  · have hw : 0 < w.re := by
      by_contra hn
      have hn' : w.re ≤ 0 := not_lt.1 hn
      nlinarith [mul_nonneg (neg_nonneg.2 hn') hN.le, mul_pos ha (neg_pos.2 h)]
    exact ⟨w, z, hw, h, fun x => (hroots x).trans or_comm⟩
  · rw [h, mul_zero] at hp
    have hw : w.re = 0 := (mul_eq_zero.1 hp).resolve_right hN.ne'
    linarith
  · exact ⟨z, w, h, by linarith, hroots⟩
```

## Bounded and runaway motions

The derivative of $e^{zt}$ serves both halves.

```lean
/-- The derivative of `exp (z t)` with respect to the real time `t` is `z exp (z t)`. -/
theorem hasDerivAt_mode (z : ℂ) (t : ℝ) :
    HasDerivAt (fun s : ℝ => Complex.exp (z * s)) (z * Complex.exp (z * t)) t := by
  have h : HasDerivAt (fun s : ℝ => z * (s : ℂ)) z t := by
    simpa using (hasDerivAt_id t).ofReal_comp.const_mul z
  exact h.cexp.congr_deriv (by ring)
```

In the bound, `key` shows that $e^{-iut}(v-iwq)$ has zero derivative when $u+w=g$ and $uw=a$. Used twice, with the frequencies exchanged, it gives constant $|P|$ and $|R|$; `eq1` and `eq2` recover $q$ and $v$.

```lean
/-- Without friction and for `g² > 4a`, displacement and velocity of every motion are bounded at all
times by a fixed multiple of the sum of their initial magnitudes. -/
theorem frictionless_bound {a g : ℝ} (hg : 4 * a < g ^ 2) :
    ∃ K > 0, ∀ q v : ℝ → ℂ, IsMotion a g 0 q v → ∀ t : ℝ,
      ‖q t‖ ≤ K * (‖q 0‖ + ‖v 0‖) ∧ ‖v t‖ ≤ K * (‖q 0‖ + ‖v 0‖) := by
  obtain ⟨w₁, w₂, hne, hs, hp, -⟩ := frictionless_roots hg
  have hD : 0 < |w₁ - w₂| := abs_pos.2 (sub_ne_zero.2 hne)
  obtain ⟨B, hB⟩ : ∃ B : ℝ, B = 1 + |w₁| + |w₂| := ⟨_, rfl⟩
  have h1 := abs_nonneg w₁
  have h2 := abs_nonneg w₂
  have hB1 : 1 ≤ B := by linarith
  refine ⟨2 * B ^ 2 / |w₁ - w₂|, by positivity, fun q v hm t => ?_⟩
  -- each normal-mode amplitude rotates with constant modulus
  have key : ∀ u w : ℝ, u + w = g → u * w = a →
      ‖v t - w * I * q t‖ = ‖v 0 - w * I * q 0‖ := by
    intro u w hu hw
    have hder : ∀ s : ℝ, HasDerivAt
        (fun s : ℝ => Complex.exp (-(u * I) * s) * (v s - w * I * q s)) 0 s := by
      intro s
      refine ((hasDerivAt_mode (-(u * I)) s).fun_mul
        ((hm s).2.fun_sub ((hm s).1.const_mul (w * I)))).congr_deriv ?_
      rw [← hu, ← hw]
      push_cast
      linear_combination (Complex.exp (-(u * I) * s) * u * w * q s) * Complex.I_sq
    have hconst := is_const_of_deriv_eq_zero
      (fun s => (hder s).differentiableAt) (fun s => (hder s).deriv) t 0
    have hn : ∀ s : ℝ, ‖Complex.exp (-(u * I) * s)‖ = 1 := by
      intro s
      rw [Complex.norm_exp]
      simp
    have h := congrArg (fun x : ℂ => ‖x‖) hconst
    simpa only [norm_mul, hn, one_mul] using h
  obtain ⟨S, hS⟩ : ∃ S : ℝ, S = ‖q 0‖ + ‖v 0‖ := ⟨_, rfl⟩
  have hq0 := norm_nonneg (q 0)
  have hv0 := norm_nonneg (v 0)
  have hS0 : 0 ≤ S := by linarith
  have start : ∀ w : ℝ, |w| ≤ B - 1 → ‖v 0 - w * I * q 0‖ ≤ B * S := by
    intro w hw
    have h := norm_sub_le (v 0) (w * I * q 0)
    rw [norm_mul, norm_mul, Complex.norm_I, Complex.norm_real, Real.norm_eq_abs, mul_one] at h
    rw [hS]
    nlinarith [mul_le_mul_of_nonneg_right hw hq0, mul_nonneg (sub_nonneg.2 hB1) hv0]
  have hP : ‖v t - w₂ * I * q t‖ ≤ B * S :=
    (key w₁ w₂ hs hp).le.trans (start w₂ (by linarith))
  have hR : ‖v t - w₁ * I * q t‖ ≤ B * S :=
    (key w₂ w₁ (by linarith) (by linarith)).le.trans (start w₁ (by linarith))
  have hBS : 0 ≤ B * S := by positivity
  have hBBS : B * S ≤ B * (B * S) := le_mul_of_one_le_left hBS hB1
  -- recover position and velocity from the two amplitudes
  have eq1 : ‖q t‖ * |w₁ - w₂| = ‖(v t - w₂ * I * q t) - (v t - w₁ * I * q t)‖ := by
    have h : (v t - w₂ * I * q t) - (v t - w₁ * I * q t)
        = ((w₁ - w₂ : ℝ) : ℂ) * I * q t := by push_cast; ring
    rw [h, norm_mul, norm_mul, Complex.norm_I, Complex.norm_real, Real.norm_eq_abs]
    ring
  have eq2 : ‖v t‖ * |w₁ - w₂|
      = ‖w₁ * (v t - w₂ * I * q t) - w₂ * (v t - w₁ * I * q t)‖ := by
    have h : w₁ * (v t - w₂ * I * q t) - w₂ * (v t - w₁ * I * q t)
        = ((w₁ - w₂ : ℝ) : ℂ) * v t := by push_cast; ring
    rw [h, norm_mul, Complex.norm_real, Real.norm_eq_abs]
    ring
  rw [← hS, div_mul_eq_mul_div, le_div_iff₀ hD, le_div_iff₀ hD, eq1, eq2]
  constructor
  · have h := norm_sub_le (v t - w₂ * I * q t) (v t - w₁ * I * q t)
    linarith
  · have h := norm_sub_le (w₁ * (v t - w₂ * I * q t)) (w₂ * (v t - w₁ * I * q t))
    rw [norm_mul, norm_mul, Complex.norm_real, Complex.norm_real, Real.norm_eq_abs,
      Real.norm_eq_abs] at h
    have e1 := mul_le_mul_of_nonneg_left hP h1
    have e2 := mul_le_mul_of_nonneg_left hR h2
    have e3 : |w₁| * (B * S) + |w₂| * (B * S) = B * (B * S) - B * S := by rw [hB]; ring
    linarith
```

The runaway motion is the growing mode, with `A` chosen so that $A(1+|z|)=\varepsilon/2$.

```lean
/-- On a hill (`a > 0`) with friction `c > 0`, some motion starts arbitrarily close to rest at
the top and runs away to infinity, whatever the gyroscopic coupling `g`. -/
theorem friction_runaway {a c : ℝ} (g : ℝ) (ha : 0 < a) (hc : 0 < c) {ε : ℝ} (hε : 0 < ε) :
    ∃ q v : ℝ → ℂ, IsMotion a g c q v ∧ ‖q 0‖ < ε ∧ ‖v 0‖ < ε ∧
      Tendsto (fun t => ‖q t‖) atTop atTop := by
  obtain ⟨z, z₂, hz, -, hroots⟩ := friction_roots g ha hc
  have hroot : secular a g c z = 0 := (hroots z).2 (Or.inl rfl)
  simp only [secular] at hroot
  have hz0 := norm_nonneg z
  obtain ⟨A, hA, hAε⟩ : ∃ A : ℝ, 0 < A ∧ A * (1 + ‖z‖) = ε / 2 :=
    ⟨ε / 2 / (1 + ‖z‖), by positivity, div_mul_cancel₀ _ (by positivity)⟩
  have hAz := mul_nonneg hA.le hz0
  have hnorm : ∀ t : ℝ, ‖(A : ℂ) * Complex.exp (z * t)‖ = A * Real.exp (z.re * t) := by
    intro t
    have hre : (z * (t : ℂ)).re = z.re * t := by simp [Complex.mul_re]
    rw [norm_mul, Complex.norm_exp, Complex.norm_real, Real.norm_of_nonneg hA.le, hre]
  -- the growing normal mode with small amplitude `A`
  refine ⟨fun t => A * Complex.exp (z * t), fun t => z * (A * Complex.exp (z * t)),
    fun t => ?_, ?_, ?_, ?_⟩
  · have h : HasDerivAt (fun s : ℝ => (A : ℂ) * Complex.exp (z * s))
        (z * (A * Complex.exp (z * t))) t :=
      ((hasDerivAt_mode z t).const_mul (A : ℂ)).congr_deriv (by ring)
    exact ⟨h, (h.const_mul z).congr_deriv
      (by linear_combination (A * Complex.exp (z * t)) * hroot)⟩
  · show ‖(A : ℂ) * Complex.exp (z * (0 : ℝ))‖ < ε
    rw [hnorm, mul_zero, Real.exp_zero]
    linarith
  · show ‖z * ((A : ℂ) * Complex.exp (z * (0 : ℝ)))‖ < ε
    rw [norm_mul, hnorm, mul_zero, Real.exp_zero]
    linarith
  · simp only [hnorm]
    exact (Real.tendsto_exp_atTop.comp (tendsto_id.const_mul_atTop hz)).const_mul_atTop hA
```

The final theorem turns the bound into a choice of $\delta$, and contradicts stability at $\varepsilon=1$ with the runaway motion.

```lean
/-- On a hill with `a > 0` and `g² > 4a`, the equilibrium is stable without friction
and unstable for every friction `c > 0`. -/
theorem friction_destroys_gyroscopic_stability {a g : ℝ} (ha : 0 < a) (hg : 4 * a < g ^ 2) :
    Stable a g 0 ∧ ∀ c > 0, ¬ Stable a g c := by
  constructor
  · intro ε hε
    obtain ⟨K, hK, hb⟩ := frictionless_bound hg
    refine ⟨ε / (2 * K), by positivity, fun q v hm hq hv t _ => ?_⟩
    have hlt : K * (‖q 0‖ + ‖v 0‖) < ε := by
      calc K * (‖q 0‖ + ‖v 0‖) < K * (ε / (2 * K) + ε / (2 * K)) :=
            mul_lt_mul_of_pos_left (add_lt_add hq hv) hK
        _ = ε := by field_simp; norm_num
    exact ⟨(hb q v hm t).1.trans_lt hlt, (hb q v hm t).2.trans_lt hlt⟩
  · intro c hc hst
    obtain ⟨δ, hδ, h⟩ := hst 1 one_pos
    obtain ⟨q, v, hm, hq, hv, ht⟩ := friction_runaway g ha hc hδ
    obtain ⟨t, h1, h0⟩ := ((ht.eventually_ge_atTop 1).and (eventually_ge_atTop 0)).exists
    exact not_lt_of_ge h1 (h q v hm hq hv t h0).1

end GyroscopicFriction
```

```lean
#print axioms GyroscopicFriction.friction_destroys_gyroscopic_stability
-- 'GyroscopicFriction.friction_destroys_gyroscopic_stability' depends on axioms: [propext, Classical.choice, Quot.sound]
```

## Growth rate in a numerical example

In a calculation one can find the rates as eigenvalues of the matrix that takes $(q,v)$ to its time derivative,
$$\begin{pmatrix}0&1\\a&-(c-ig)\end{pmatrix}.$$
For $a=1$, $g=3$, $c=0$ the frequencies are about $2.618$ and $0.382$. With $c=0.1$ the slower mode grows at a rate of about $0.017$, an e-folding time near $59$, while the faster one decays at about $0.117$.

Adding drag to a simulation with a magnetic field can thus change which stationary points are stable, here for one particle in a plane with linear, isotropic forces. Passing from a real, anharmonic hill to this quadratic one is a separate step, and purely imaginary rates alone do not settle stability there.
